# A nonzero scalar, linear, translation-invariant, finite-range equation on the infinite chain has no bound state

Let a state on an infinite chain have the complex amplitude $a(j)$ at site $j$, and suppose that each amplitude is a fixed complex multiple $z$ of the one before:

$$a(j+1) = z\,a(j)\qquad\text{for every integer } j.$$

If $|z|\ge 1$, then $|a|$ does not decrease to the right. If $|z|\le 1$, it does not decrease to the left. A state that is nonzero somewhere therefore fails to decay in at least one direction, and it cannot be normalised. Decay in one direction is easy to arrange, but a chain without an end requires it in both.

This equation occurs in the Su–Schrieffer–Heeger (SSH) chain, which has two sites per cell, hopping $v$ inside a cell and $v'\neq 0$ between cells. At zero energy the amplitudes on one sublattice obey $v\,a(j)+v'a(j+1)=0$, so that $z=-v/v'$.

The same conclusion holds for any finite range. If finitely many complex coefficients $t_m$ are not all zero, then

$$\sum_m t_m\,a(j+m)=0\quad\text{for all } j\in\mathbb Z,\qquad \sum_j |a(j)|^2<\infty$$

together force $a=0$. For an infinite non-interacting tight-binding chain with one orbital per site, orthogonal to the orbitals on all other sites, and with finite-range hopping between different sites, this means that a normalisable eigenstate requires some break in translation invariance, such as an end or an impurity.

```lean
import Mathlib

open Filter Topology Polynomial

namespace NoBoundStateWithoutDefect

noncomputable section
```

## The chain, its states and decay at both ends

The coefficients form a function `t : ℤ →₀ ℂ`, which is nonzero at only finitely many integers. A state is any function `ℤ → ℂ`, with no decay built in. The left side of the equation is

$$(\mathrm{hop}\;t\;a)(j)=\sum_m t_m\,a(j+m),$$

so $m$ is the displacement from site $j$ to the site whose amplitude enters. Lengths are measured in lattice constants. The Hermiticity condition $t_{-m}=\overline{t_m}$ is not imposed, so the results also cover non-Hermitian hopping.

```lean
/-- The translation-invariant hopping operator: at site `j` it gives the sum over `m` of
`t m * a (j + m)`, with finitely many nonzero amplitudes `t m`. -/
def hop (t : ℤ →₀ ℂ) (a : ℤ → ℂ) (j : ℤ) : ℂ :=
  t.sum fun m c => c * a (j + m)
```

The elementary operation is translation by one site, $(Ta)(j)=a(j+1)$. It is linear on the space of all states.

```lean
/-- Translation of a state by one lattice site, as a linear operator. -/
def translate : Module.End ℂ (ℤ → ℂ) where
  toFun a j := a (j + 1)
  map_add' _ _ := rfl
  map_smul' _ _ := rfl
```

Decay at both ends means that for every $\varepsilon>0$ only finitely many sites have $|a(j)|\ge\varepsilon$. This is convergence to zero along the filter `cofinite`, which treats the two ends of the chain together.

```lean
/-- The state tends to zero at both ends of the infinite chain. -/
def Vanishes (a : ℤ → ℂ) : Prop := Tendsto a cofinite (𝓝 0)
```

One particular state will serve as a contrast later: $z^j$ on the sites $j\ge 0$ and zero to their left.

```lean
/-- The state equal to `z ^ j` on the sites `j ≥ 0` and to zero on the others. -/
def edgeState (z : ℂ) (j : ℤ) : ℂ := if 0 ≤ j then z ^ j.toNat else 0
```

## One factor per site

Suppose that $a$ vanishes at both ends and that there are distinct sites $g(0),g(1),\dots$ with $|a(j)|\le|a(g(n))|$ for all $n$. Infinitely many distinct sites must leave every finite set, so $|a(g(n))|\to 0$. Taking the limit in the inequality gives $|a(j)|\le 0$, hence $a(j)=0$.

In the proof, injectivity of `g` supplies the limit along the sequence, and `ge_of_tendsto'` carries the inequality over to it.

```lean
/-- If a vanishing state is at least as large along an infinite sequence of distinct sites as it
is at site `j`, then its amplitude at `j` is zero. -/
theorem eq_zero_of_le_along {a : ℤ → ℂ} (ha : Vanishes a) {j : ℤ} {g : ℕ → ℤ}
    (hg : Function.Injective g) (h : ∀ n, ‖a j‖ ≤ ‖a (g n)‖) : a j = 0 := by
  have lim : Tendsto (fun n => ‖a (g n)‖) cofinite (𝓝 ‖(0 : ℂ)‖) :=
    (Tendsto.comp ha hg.tendsto_cofinite).norm
  rw [norm_zero] at lim
  exact norm_le_zero_iff.mp (ge_of_tendsto' lim h)
```

Now let $a(j+1)=z\,a(j)$ everywhere. For $|z|\ge1$,

$$|a(j+n+1)|=|z|\,|a(j+n)|\ge|a(j+n)|,$$

and induction on $n$ gives $|a(j)|\le|a(j+n)|$. For $|z|\le1$,

$$|a(j-n)|=|z|\,|a(j-n-1)|\le|a(j-n-1)|,$$

and induction gives $|a(j)|\le|a(j-n)|$. In either case the previous result applies with $g(n)=j+n$ or $g(n)=j-n$. No division by $z$ occurs, so $z=0$ needs no separate treatment.

The two branches of the proof are these two cases. In each, `e` is the recursion at the required site and `k` is the resulting inequality between neighbouring magnitudes.

```lean
/-- A vanishing state that is multiplied by a fixed factor `z` from each site to the next
is zero. -/
theorem eq_zero_of_geometric {a : ℤ → ℂ} (ha : Vanishes a) (z : ℂ)
    (h : ∀ j, a (j + 1) = z * a j) : a = 0 := by
  funext j
  rcases le_total 1 ‖z‖ with hz | hz
  · -- no decay to the right
    refine eq_zero_of_le_along ha (g := fun n : ℕ => j + (n : ℤ))
      (fun x y hxy => by simpa using hxy) (fun n => ?_)
    induction n with
    | zero => simp
    | succ n ih =>
      have e : a (j + ((n + 1 : ℕ) : ℤ)) = z * a (j + n) := by
        rw [← h]
        congr 1
        push_cast
        ring
      have k := le_mul_of_one_le_left (norm_nonneg (a (j + n))) hz
      rw [← norm_mul, ← e] at k
      exact ih.trans k
  · -- no decay to the left
    refine eq_zero_of_le_along ha (g := fun n : ℕ => j - (n : ℤ))
      (fun x y hxy => by simpa using hxy) (fun n => ?_)
    induction n with
    | zero => simp
    | succ n ih =>
      have e : a (j - n) = z * a (j - ((n + 1 : ℕ) : ℤ)) := by
        rw [← h]
        congr 1
        push_cast
        ring
      have k := mul_le_of_le_one_left (norm_nonneg (a (j - ((n + 1 : ℕ) : ℤ)))) hz
      rw [← norm_mul, ← e] at k
      exact ih.trans k
```

## Removing one root at a time

Let $p$ be a nonzero complex polynomial, and let $p(T)$ be the operator obtained by substituting the translation for the variable. If $p(T)a=0$ and $a$ vanishes at both ends, then $a=0$. The argument is by induction on the degree.

In degree zero, $p$ is a constant $c\ne0$, and $c\,a=0$ gives $a=0$.

In degree $n+1$, $p$ has a complex root $z$, so $p(X)=(X-z)\,q(X)$ with $q\neq0$ of degree $n$. Set

$$b(j)=a(j+1)-z\,a(j).$$

Then $b=(T-z)a$, and since polynomials in $T$ commute, $q(T)b=p(T)a=0$. Both terms of $b$ vanish at the ends, so $b$ does too. The induction hypothesis gives $b=0$, which says $a(j+1)=z\,a(j)$, and the one-factor case finishes the step.

The usual route writes the general solution as a combination of $z^j$, with extra powers of $j$ for repeated roots. Here a repeated root is simply removed as many times as it occurs.

The theorem quantifies over all states after fixing the degree, because the induction hypothesis is applied to $b$ and not to $a$. `IsAlgClosed.exists_root` provides the root, `hb` is the decay of $b$, and `b0` is the conclusion $b=0$.

```lean
/-- A nonzero polynomial in the lattice translation annihilates no nonzero vanishing state. -/
theorem eq_zero_of_polynomial (n : ℕ) : ∀ p : ℂ[X], p ≠ 0 → p.natDegree = n →
    ∀ a : ℤ → ℂ, Vanishes a → aeval translate p a = 0 → a = 0 := by
  induction n with
  | zero =>
    intro p hp hd a _ h
    obtain ⟨c, rfl⟩ := natDegree_eq_zero.mp hd
    rw [aeval_C, Module.algebraMap_end_apply] at h
    refine (smul_eq_zero.mp h).resolve_left ?_
    rintro rfl
    simp at hp
  | succ n ih =>
    intro p hp hd a ha h
    -- split off one linear factor
    obtain ⟨z, hz⟩ := IsAlgClosed.exists_root p (by
      intro h0
      have := natDegree_eq_zero_iff_degree_le_zero.mpr h0.le
      omega)
    obtain ⟨q, rfl⟩ := dvd_iff_isRoot.mpr hz
    have hq : q ≠ 0 := right_ne_zero_of_mul hp
    rw [natDegree_mul (X_sub_C_ne_zero z) hq, natDegree_X_sub_C] at hd
    have e : aeval translate (X - C z) a = fun j => a (j + 1) - z * a j := by
      funext j
      simp [translate, Module.algebraMap_end_apply]
    rw [mul_comm, map_mul, Module.End.mul_apply, e] at h
    have ha' : Tendsto a cofinite (𝓝 0) := ha
    have hs : Tendsto (fun j : ℤ => a (j + 1)) cofinite (𝓝 0) :=
      ha'.comp (add_left_injective (1 : ℤ)).tendsto_cofinite
    have hb : Tendsto (fun j => a (j + 1) - z * a j) cofinite (𝓝 0) := by
      simpa only [mul_zero, sub_zero] using hs.sub (ha'.const_mul z)
    have b0 := ih q hq (by omega) _ hb h
    exact eq_zero_of_geometric ha z fun j => sub_eq_zero.mp (congrFun b0 j)
```

## From hopping to a polynomial

Applying the translation $n$ times gives $(T^na)(j)=a(j+n)$, by induction on $n$.

```lean
/-- Translating `n` times moves the argument of the state by `n` sites. -/
theorem translate_pow (n : ℕ) (a : ℤ → ℂ) (j : ℤ) : (translate ^ n) a j = a (j + n) := by
  induction n generalizing j with
  | zero => simp
  | succ n ih =>
    rw [pow_succ', Module.End.mul_apply]
    change (translate ^ n) a (j + 1) = _
    rw [ih]
    congr 1
    push_cast
    ring
```

The hopping equation may contain negative displacements, whereas a polynomial has only nonnegative powers. Choose a natural number $N$ with $m+N\ge0$ whenever $t_m\ne0$, and define

$$p(X)=\sum_m t_m X^{m+N}.$$

Different $m$ give different exponents, so the coefficient of $X^{k+N}$ is $t_k$ for each $k$ with $t_k\neq0$. Hence $p\ne0$. Moreover,

$$(p(T)a)(j)=\sum_m t_m\,a(j+N+m)=(\mathrm{hop}\;t\;a)(j+N)=0.$$

The polynomial result then gives $a=0$. The hypothesis `ht : t ≠ 0` enters only through $p\neq0$. For $t=0$ the equation reads $0=0$, and a state on a single site solves it.

In the proof, $N$ is the largest $|m|$ in the support of `t`, `hp0` is the coefficient comparison, and the final lines identify $p(T)a$ at $j$ with the hopping equation at $j+N$.

```lean
/-- A nonzero finite-range translation-invariant equation on the whole chain has no nonzero
solution that tends to zero at both ends. -/
theorem no_vanishing_solution {t : ℤ →₀ ℂ} (ht : t ≠ 0) {a : ℤ → ℂ} (ha : Vanishes a)
    (h : ∀ j, hop t a j = 0) : a = 0 := by
  -- shift all hopping distances to nonnegative ones
  obtain ⟨N, hN⟩ : ∃ N : ℕ, ∀ m ∈ t.support, 0 ≤ m + (N : ℤ) := by
    refine ⟨t.support.sup Int.natAbs, fun m hm => ?_⟩
    have := Finset.le_sup (f := Int.natAbs) hm
    omega
  obtain ⟨p, hp⟩ : ∃ p : ℂ[X], p = ∑ m ∈ t.support, monomial (m + (N : ℤ)).toNat (t m) :=
    ⟨_, rfl⟩
  have hp0 : p ≠ 0 := by
    obtain ⟨k, hk⟩ := Finsupp.ne_iff.mp ht
    have hks : k ∈ t.support := Finsupp.mem_support_iff.mpr hk
    have hc : p.coeff (k + (N : ℤ)).toNat = t k := by
      rw [hp, Polynomial.finsetSum_coeff, Finset.sum_eq_single k]
      · rw [coeff_monomial, if_pos rfl]
      · intro b hb hbk
        have h1 := hN b hb
        have h2 := hN k hks
        rw [coeff_monomial, if_neg (by omega)]
      · exact fun hn => absurd hks hn
    intro h0
    rw [h0, coeff_zero] at hc
    exact hk hc.symm
  refine eq_zero_of_polynomial _ p hp0 rfl a ha ?_
  funext j
  rw [hp]
  simp only [map_sum, aeval_monomial, LinearMap.sum_apply, Finset.sum_apply,
    Module.End.mul_apply, Module.algebraMap_end_apply, Pi.smul_apply, smul_eq_mul,
    translate_pow, Pi.zero_apply]
  refine Eq.trans ?_ (h (j + N))
  simp only [hop, Finsupp.sum]
  refine Finset.sum_congr rfl fun m hm => ?_
  have e : j + ((m + (N : ℤ)).toNat : ℤ) = j + N + m := by
    have := hN m hm
    omega
  rw [e]
```

## Square-summable states

If $\sum_j|a(j)|^2$ converges, its terms tend to zero. Taking square roots gives $|a(j)|\to0$ at both ends, and the preceding theorem applies.

The hypothesis `ha` is finiteness of the norm, without normalisation to one. The conclusion `a = 0` excludes a bound state, since every nonzero square-summable state could be normalised.

```lean
/-- If finitely many hopping amplitudes are not all zero, the translation-invariant equation on
the whole chain has no nonzero square-summable solution. -/
theorem no_bound_state {t : ℤ →₀ ℂ} (ht : t ≠ 0) {a : ℤ → ℂ}
    (ha : Summable fun j => ‖a j‖ ^ 2) (h : ∀ j, hop t a j = 0) : a = 0 := by
  refine no_vanishing_solution ht ?_ h
  have lim := ha.tendsto_cofinite_zero.sqrt
  simp only [Real.sqrt_sq, norm_nonneg, Real.sqrt_zero] at lim
  exact tendsto_zero_iff_norm_tendsto_zero.mpr lim
```

For an eigenvalue equation with energy $E$, move the right side to the left:

$$\sum_m t_m\,a(j+m)-E\,a(j)=0.$$

This is again a hopping equation, with $t_0$ replaced by $t_0-E$ and all other coefficients unchanged. If $t_m\ne0$ for some $m\ne0$, the new coefficients are not all zero, whatever the complex number $E$.

The condition $m\neq0$ matters. If only $t_0$ is nonzero, the sites are decoupled, and at $E=t_0$ a state on a single site is a normalisable eigenstate.

In Lean, `t - Finsupp.single 0 E` is the shifted family. The first part of the proof shows that it is nonzero, and the second that it annihilates `a`.

```lean
/-- If some amplitude between different sites is nonzero, the hopping operator has no nonzero
square-summable eigenstate at any complex energy `E`. -/
theorem no_bound_state_at_any_energy {t : ℤ →₀ ℂ} {m : ℤ} (hm : m ≠ 0) (ht : t m ≠ 0)
    (E : ℂ) {a : ℤ → ℂ} (ha : Summable fun j => ‖a j‖ ^ 2)
    (h : ∀ j, hop t a j = E * a j) : a = 0 := by
  -- absorb the energy into the on-site amplitude
  refine no_bound_state (t := t - Finsupp.single 0 E) ?_ ha fun j => ?_
  · intro h0
    have h1 := DFunLike.congr_fun h0 m
    exact ht (by simpa [Finsupp.single_apply, hm.symm] using h1)
  · have hj := h j
    unfold hop at hj ⊢
    rw [Finsupp.sum_sub_index (fun _ _ _ => sub_mul _ _ _),
      Finsupp.sum_single_index (zero_mul _), add_zero, hj, sub_self]
```

## Bloch waves and a single omitted equation

The chain does have eigenstates that are not square-summable. For $w\neq0$ and $a(j)=w^j$,

$$\sum_m t_m w^{j+m}=\Big(\sum_m t_m w^m\Big)w^j.$$

With $w=e^{ik}$ and $k$ real, this is the dispersion relation $E(k)=\sum_m t_m e^{ikm}$. These waves have modulus one at every site. In particular, the constant state solves $a(j+1)-a(j)=0$, so the main theorem fails without square-summability.

```lean
/-- A wave with nonzero Bloch factor `w` is an eigenstate of the hopping operator, with
eigenvalue the sum over `m` of `t m * w ^ m`. -/
theorem hop_bloch_wave (t : ℤ →₀ ℂ) {w : ℂ} (hw : w ≠ 0) (j : ℤ) :
    hop t (fun i => w ^ i) j = (t.sum fun m c => c * w ^ m) * w ^ j := by
  simp only [hop, Finsupp.sum, Finset.sum_mul]
  refine Finset.sum_congr rfl fun m _ => ?_
  rw [zpow_add₀ hw]
  ring
```

The equation is also needed at every site. Take $|z|<1$ and the state equal to $z^j$ for $j\ge0$ and zero for $j<0$. In $a(j+1)-z\,a(j)$,

- for $j\ge0$ the terms cancel, since $z^{j+1}-z\cdot z^j=0$;
- for $j\le-2$ both terms are zero;
- for $j=-1$ the value is $1$.

The squared norm is $\sum_{j\ge0}|z|^{2j}=1/(1-|z|^2)$, so the normalised state has amplitudes $\sqrt{1-|z|^2}\,z^j$ on the sites $j\ge0$. Omitting a single equation thus admits a bound state.

For the SSH chain with $|v|<|v'|$, this is the zero-energy edge state: the omitted equation belongs to a removed site of the other sublattice, and the chain to the right of it begins at $j=0$.

The theorem states three things: the state is nonzero, it is square-summable, and it satisfies the equation at every $j\neq-1$. The coefficients are $t_1=1$ and $t_0=-z$, written as a difference of two `Finsupp.single` terms. Summability is reduced to the sites $j\ge0$, where the geometric series applies, and the equation is checked separately for $j\ge0$ and $j\leq-2$.

```lean
/-- For `‖z‖ < 1` the edge state is nonzero and square-summable, and it solves
`a (j + 1) - z * a j = 0` at every site except `j = -1`. -/
theorem bound_state_with_one_defect {z : ℂ} (hz : ‖z‖ < 1) :
    edgeState z ≠ 0 ∧ (Summable fun j => ‖edgeState z j‖ ^ 2) ∧
      ∀ j, j ≠ -1 →
        hop (Finsupp.single 1 1 - Finsupp.single 0 z) (edgeState z) j = 0 := by
  refine ⟨fun h => ?_, ?_, fun j hj => ?_⟩
  · have h0 := congrFun h 0
    simp [edgeState] at h0
  · -- only the sites `j ≥ 0` contribute, and they form a geometric series
    rw [← (Nat.cast_injective (R := ℤ)).summable_iff]
    · have e : (fun j => ‖edgeState z j‖ ^ 2) ∘ (Nat.cast : ℕ → ℤ)
          = fun n => (‖z‖ ^ 2) ^ n := by
        funext n
        simp [edgeState, ← pow_mul, mul_comm]
      rw [e]
      exact summable_geometric_of_lt_one (sq_nonneg _) (by nlinarith [norm_nonneg z])
    · intro j hj
      have hneg : ¬ 0 ≤ j := fun h0 => hj ⟨j.toNat, Int.toNat_of_nonneg h0⟩
      simp [edgeState, hneg]
  · unfold hop
    rw [Finsupp.sum_sub_index (fun _ _ _ => sub_mul _ _ _),
      Finsupp.sum_single_index (zero_mul _), Finsupp.sum_single_index (zero_mul _),
      add_zero, one_mul]
    unfold edgeState
    by_cases h0 : 0 ≤ j
    · have e : (j + 1).toNat = j.toNat + 1 := by omega
      rw [if_pos h0, if_pos (by omega), e, pow_succ]
      ring
    · rw [if_neg h0, if_neg (by omega), mul_zero, sub_zero]

end

end NoBoundStateWithoutDefect
```

## Several orbitals per site

The amplitudes could have been modelled as square matrices $t_m$ acting on several orbitals per site. This would describe both sublattices of the SSH chain together, which are coupled at nonzero energy. The condition that some $t_m$ is nonzero would then be too weak. If one of two orbitals is absent from all the equations, a state on that orbital at a single site solves them. The appropriate condition is that the determinant of $\sum_m t_m w^m$ does not vanish identically in $w$; for an eigenvalue equation, with $E$ subtracted from the diagonal of $t_0$, it excludes a flat band at energy $E$.

```lean
#print axioms NoBoundStateWithoutDefect.no_bound_state
#print axioms NoBoundStateWithoutDefect.no_bound_state_at_any_energy
#print axioms NoBoundStateWithoutDefect.hop_bloch_wave
#print axioms NoBoundStateWithoutDefect.bound_state_with_one_defect
```

```
'NoBoundStateWithoutDefect.no_bound_state' depends on axioms: [propext, Classical.choice, Quot.sound]
'NoBoundStateWithoutDefect.no_bound_state_at_any_energy' depends on axioms: [propext, Classical.choice, Quot.sound]
'NoBoundStateWithoutDefect.hop_bloch_wave' depends on axioms: [propext, Classical.choice, Quot.sound]
'NoBoundStateWithoutDefect.bound_state_with_one_defect' depends on axioms: [propext, Classical.choice, Quot.sound]
```
